# Schwarz screening on a periodic grid: nonnegative Fourier coefficients of an even kernel suffice

Before computing a two-electron integral (ab|cd), a program can estimate it by √((ab|ab)(cd|cd)) and skip it if the estimate falls below a threshold. The skip is safe if the estimate is a true upper bound on the integral's magnitude. For real densities on a finite, one-dimensional periodic grid with an even interaction kernel, the bound holds whenever every discrete Fourier coefficient of the kernel is nonnegative. That condition is equivalent to nonnegative self-repulsion for every density. It plays the role that 4π/k² > 0 plays for the continuum Coulomb interaction.

## Densities, kernel and Fourier convention

The grid is `ZMod n`, the integers modulo n, with n ≥ 1. Positions and wave numbers both take values in it.

```lean
import Mathlib

open scoped ComplexConjugate ComplexOrder
open ZMod (stdAddChar)

namespace LatticeSchwarzScreening

noncomputable section

variable {n : ℕ} [NeZero n]
```

A density is any real function on the grid, of either sign, like a product of two real orbitals. The kernel v depends only on the separation x − y, taken around the ring:

(f,g) = Σ_x Σ_y f(x) v(x−y) g(y).

```lean
/-- The interaction `(f,g) = ∑ f(x) v(x-y) g(y)` of two real densities on the periodic grid. -/
def repulsion (v f g : ZMod n → ℝ) : ℝ :=
  ∑ x, ∑ y, f x * v (x - y) * g y
```

Write e(j) = exp(2πij/n), which is `stdAddChar` in Lean. The Fourier coefficient is

f̂(k) = Σ_x f(x) e(−xk),

with no prefactor, so factors of n appear in the identities below.

```lean
/-- The discrete Fourier coefficient of a real grid function at wave number `k`. -/
def fourierCoeff (f : ZMod n → ℝ) (k : ZMod n) : ℂ :=
  ∑ x, (f x : ℂ) * stdAddChar (-(x * k))
```

## An even kernel has real coefficients

Evenness, v(−x) = v(x), says that the interaction is the same in both directions. Since v is real, conjugation only reverses the wave, and substituting −x for x restores it:

conj v̂(k) = Σ_x v(x) e(xk) = Σ_x v(−x) e(−xk) = v̂(k).

The substitution is `Equiv.neg` in the proof.

```lean
/-- The Fourier coefficients of an even real kernel are real. -/
theorem fourierCoeff_im_of_even (v : ZMod n → ℝ) (hv : ∀ x, v (-x) = v x) (k : ZMod n) :
    (fourierCoeff v k).im = 0 := by
  have h : conj (fourierCoeff v k) = fourierCoeff v k := by
    unfold fourierCoeff
    rw [map_sum]
    -- conjugation reverses the wave, and so does the reflection x ↦ -x
    refine Fintype.sum_equiv (Equiv.neg _) _ _ fun x => ?_
    rw [map_mul, Complex.conj_ofReal, ← AddChar.map_neg_eq_conj, Equiv.neg_apply, hv, neg_mul]
  exact Complex.conj_eq_iff_im.mp h
```

## The interaction in reciprocal space

Expanding both coefficients and summing over k first gives

Σ_k conj f̂(k) ĝ(k) = Σ_x Σ_y f(x) g(y) Σ_k e(k(x−y)).

The inner sum is n if x = y and 0 otherwise, so the right side is n Σ_x f(x) g(x). The three `calc` steps expand, exchange the sums and apply this orthogonality, which comes from `AddChar.sum_mulShift`.

```lean
/-- Parseval's identity on the periodic grid. -/
theorem parseval (f g : ZMod n → ℝ) :
    ∑ k, conj (fourierCoeff f k) * fourierCoeff g k = (n : ℂ) * ∑ x, (f x : ℂ) * g x := by
  calc ∑ k, conj (fourierCoeff f k) * fourierCoeff g k
      = ∑ k : ZMod n, ∑ x, ∑ y, ((f x : ℂ) * g y) * stdAddChar (k * (x - y)) := by
        refine Finset.sum_congr rfl fun k _ => ?_
        unfold fourierCoeff
        rw [map_sum, Finset.sum_mul_sum]
        refine Finset.sum_congr rfl fun x _ => Finset.sum_congr rfl fun y _ => ?_
        rw [map_mul, Complex.conj_ofReal, ← AddChar.map_neg_eq_conj, neg_neg,
          show k * (x - y) = x * k + -(y * k) by ring, AddChar.map_add_eq_mul]
        ring
    _ = ∑ x, ∑ y, ((f x : ℂ) * g y) * ∑ k : ZMod n, stdAddChar (k * (x - y)) := by
        rw [Finset.sum_comm]
        refine Finset.sum_congr rfl fun x _ => ?_
        rw [Finset.sum_comm]
        refine Finset.sum_congr rfl fun y _ => ?_
        rw [Finset.mul_sum]
    _ = (n : ℂ) * ∑ x, (f x : ℂ) * g x := by
        rw [Finset.mul_sum]
        refine Finset.sum_congr rfl fun x _ => ?_
        -- orthogonality of the plane waves
        have h : ∀ y : ZMod n, ∑ k : ZMod n, (stdAddChar (k * (x - y)) : ℂ)
            = if x = y then (n : ℂ) else 0 := by
          intro y
          rw [AddChar.sum_mulShift _ (ZMod.isPrimitive_stdAddChar n)]
          simp [sub_eq_zero, ZMod.card]
        simp only [h, mul_ite, mul_zero, Finset.sum_ite_eq, Finset.mem_univ, if_true]
        ring
```

The potential of g is φ(x) = Σ_y v(x−y) g(y). Put z = x − y, so that e(−xk) = e(−zk) e(−yk). Then

φ̂(k) = Σ_y Σ_z v(z) e(−zk) g(y) e(−yk) = v̂(k) ĝ(k).

The shift from x to z is `Equiv.subRight y`.

```lean
/-- The potential generated by a density `g` has Fourier coefficients equal to the products of
those of the kernel and of `g`. -/
theorem fourierCoeff_potential (v g : ZMod n → ℝ) (k : ZMod n) :
    fourierCoeff (fun x => ∑ y, v (x - y) * g y) k = fourierCoeff v k * fourierCoeff g k := by
  calc fourierCoeff (fun x => ∑ y, v (x - y) * g y) k
      = ∑ y, ∑ x, ((v (x - y) : ℂ) * g y) * stdAddChar (-(x * k)) := by
        simp only [fourierCoeff, Complex.ofReal_sum, Complex.ofReal_mul, Finset.sum_mul]
        exact Finset.sum_comm
    _ = ∑ y, ∑ z, ((v z : ℂ) * stdAddChar (-(z * k))) * ((g y : ℂ) * stdAddChar (-(y * k))) := by
        refine Finset.sum_congr rfl fun y _ =>
          Fintype.sum_equiv (Equiv.subRight y) _ _ fun x => ?_
        rw [Equiv.subRight_apply, show -(x * k) = -((x - y) * k) + -(y * k) by ring,
          AddChar.map_add_eq_mul]
        ring
    _ = fourierCoeff v k * fourierCoeff g k := by
        rw [Finset.sum_comm]
        simp only [fourierCoeff, Finset.sum_mul_sum]
```

Since (f,g) = Σ_x f(x) φ(x), Parseval's identity applied to f and φ yields

n (f,g) = Σ_k conj f̂(k) v̂(k) ĝ(k).

```lean
/-- `n` times the interaction of two densities, as a sum over wave numbers. -/
theorem repulsion_reciprocal (v f g : ZMod n → ℝ) :
    (n : ℂ) * (repulsion v f g : ℂ)
      = ∑ k, conj (fourierCoeff f k) * (fourierCoeff v k * fourierCoeff g k) := by
  have h := parseval f (fun x => ∑ y, v (x - y) * g y)
  simp only [fourierCoeff_potential v g] at h
  rw [h]
  congr 1
  simp only [repulsion, Complex.ofReal_sum, Complex.ofReal_mul, Finset.mul_sum, mul_assoc]
```

Setting g = f turns conj f̂(k) f̂(k) into |f̂(k)|², written `Complex.normSq`. The left side is real, so taking real parts gives

n (f,f) = Σ_k Re v̂(k) |f̂(k)|².

This holds for every real kernel, even or not.

```lean
/-- `n` times the self-repulsion of a density is the sum over `k` of `|f̂(k)|²` times the real part
of the kernel's Fourier coefficient. -/
theorem self_repulsion (v f : ZMod n → ℝ) :
    (n : ℝ) * repulsion v f f
      = ∑ k, (fourierCoeff v k).re * Complex.normSq (fourierCoeff f k) := by
  have hl : ((n : ℂ) * (repulsion v f f : ℂ)).re = (n : ℝ) * repulsion v f f := by simp
  rw [← hl, repulsion_reciprocal, Complex.re_sum]
  refine Finset.sum_congr rfl fun k _ => ?_
  simp only [Complex.mul_re, Complex.mul_im, Complex.conj_re, Complex.conj_im,
    Complex.normSq_apply]
  ring
```

## Testing one wave number with real waves

To recover a single coefficient from self-repulsions, take c(x) = cos(2πxk/n) and s(x) = sin(2πxk/n), the real and imaginary parts of e(xk). The sine wave may vanish identically, as it does at k = 0. Because

c(x)c(y) + s(x)s(y) = cos(2π(x−y)k/n) = Re e(−(x−y)k),

the two self-repulsions add up to

(c,c) + (s,s) = Σ_y Σ_x v(x−y) Re e(−(x−y)k) = Σ_y Re v̂(k) = n Re v̂(k).

```lean
/-- The self-repulsions of the cosine and sine waves of wave number `k` add up to `n` times the
real part of the kernel's Fourier coefficient at `k`. -/
theorem repulsion_waves (v : ZMod n → ℝ) (k : ZMod n) :
    repulsion v (fun x => (stdAddChar (x * k) : ℂ).re) (fun x => (stdAddChar (x * k) : ℂ).re)
      + repulsion v (fun x => (stdAddChar (x * k) : ℂ).im) (fun x => (stdAddChar (x * k) : ℂ).im)
      = (n : ℝ) * (fourierCoeff v k).re := by
  calc _ = ∑ y, ∑ x, v (x - y) * (stdAddChar (-((x - y) * k)) : ℂ).re := by
        simp only [repulsion, ← Finset.sum_add_distrib]
        rw [Finset.sum_comm]
        refine Finset.sum_congr rfl fun y _ => Finset.sum_congr rfl fun x _ => ?_
        rw [show -((x - y) * k) = -(x * k) + y * k by ring, AddChar.map_add_eq_mul,
          AddChar.map_neg_eq_conj, Complex.mul_re, Complex.conj_re, Complex.conj_im]
        ring
    _ = ∑ _y : ZMod n, (fourierCoeff v k).re := by
        refine Finset.sum_congr rfl fun y _ => ?_
        rw [fourierCoeff, Complex.re_sum]
        refine Fintype.sum_equiv (Equiv.subRight y) _ _ fun x => ?_
        rw [Complex.re_ofReal_mul, Equiv.subRight_apply]
    _ = (n : ℝ) * (fourierCoeff v k).re := by simp [ZMod.card]
```

## From positivity to the Schwarz bound

Exchanging x and y and using evenness gives (g,f) = (f,g). If all self-repulsions are nonnegative, then for every real t

0 ≤ (f+tg, f+tg) = (g,g) t² + 2(f,g) t + (f,f).

A quadratic that is never negative has discriminant at most zero:

4(f,g)² − 4(f,f)(g,g) ≤ 0.

If (g,g) = 0, the expression is linear in t and can stay nonnegative only if (f,g) = 0, so the inequality still holds. In the proof, `hsymm` is the symmetry, `hquad` the quadratic, and `discrim_le_zero` covers both cases.

```lean
/-- For an even kernel whose self-repulsions are all nonnegative, the interaction of two densities
obeys the Schwarz bound. -/
theorem schwarz_of_nonneg (v : ZMod n → ℝ) (hv : ∀ x, v (-x) = v x)
    (hpos : ∀ f, 0 ≤ repulsion v f f) (f g : ZMod n → ℝ) :
    repulsion v f g ^ 2 ≤ repulsion v f f * repulsion v g g := by
  have hsymm : repulsion v g f = repulsion v f g := by
    unfold repulsion
    rw [Finset.sum_comm]
    refine Finset.sum_congr rfl fun x _ => Finset.sum_congr rfl fun y _ => ?_
    rw [← neg_sub x y, hv]
    ring
  -- the self-repulsion of f + t g is a nonnegative quadratic polynomial in t
  have hquad : ∀ t : ℝ, 0 ≤ repulsion v g g * (t * t) + (2 * repulsion v f g) * t
      + repulsion v f f := by
    intro t
    have hexp : repulsion v (fun x => f x + t * g x) (fun x => f x + t * g x)
        = repulsion v f f + t * repulsion v f g + t * repulsion v g f
          + t * t * repulsion v g g := by
      simp only [repulsion, Finset.mul_sum, ← Finset.sum_add_distrib]
      refine Finset.sum_congr rfl fun x _ => Finset.sum_congr rfl fun y _ => ?_
      ring
    have h := hpos (fun x => f x + t * g x)
    rw [hexp, hsymm] at h
    linarith
  have hd := discrim_le_zero hquad
  unfold discrim at hd
  nlinarith
```

The main theorem has one hypothesis, evenness, and two conclusions. The first is the equivalence between `∀ f, 0 ≤ repulsion v f f` and `∀ k, 0 ≤ fourierCoeff v k`. The second inequality is in the order on ℂ, so it says that the real part is nonnegative and the imaginary part is zero. Physically, no charge wave has a negative self-interaction energy. The second conclusion is the Schwarz bound under that condition.

If all self-repulsions are nonnegative, the wave identity gives Re v̂(k) ≥ 0, and evenness removes the imaginary part. Conversely, nonnegative coefficients make every term of n (f,f) nonnegative. Both directions divide by n > 0.

```lean
/-- For an even kernel, the interaction is positive semidefinite if and only if every Fourier
coefficient of the kernel is nonnegative, and then the Schwarz bound holds. -/
theorem positivity_and_schwarz (v : ZMod n → ℝ) (hv : ∀ x, v (-x) = v x) :
    ((∀ f, 0 ≤ repulsion v f f) ↔ ∀ k, 0 ≤ fourierCoeff v k) ∧
    ((∀ k, 0 ≤ fourierCoeff v k) →
      ∀ f g, repulsion v f g ^ 2 ≤ repulsion v f f * repulsion v g g) := by
  have hn : (0 : ℝ) < n := Nat.cast_pos.mpr (Nat.pos_of_ne_zero (NeZero.ne n))
  have hiff : (∀ f, 0 ≤ repulsion v f f) ↔ ∀ k, 0 ≤ fourierCoeff v k := by
    constructor
    · intro h k
      refine Complex.nonneg_iff.mpr ⟨?_, (fourierCoeff_im_of_even v hv k).symm⟩
      refine le_of_mul_le_mul_left ?_ hn
      rw [mul_zero, ← repulsion_waves]
      exact add_nonneg (h _) (h _)
    · intro h f
      refine le_of_mul_le_mul_left ?_ hn
      rw [mul_zero, self_repulsion]
      exact Finset.sum_nonneg fun k _ =>
        mul_nonneg (Complex.nonneg_iff.mp (h k)).1 (Complex.normSq_nonneg _)
  exact ⟨hiff, fun h => schwarz_of_nonneg v hv (hiff.mpr h)⟩
```

The theorem concerns a finite kernel on the grid and takes no continuum limit. A kernel sampled from 1/r needs a finite value at zero separation, and its grid coefficients have to be checked themselves.

With complex densities and the form Σ_x Σ_y conj f(x) v(x−y) g(y), the single plane wave e(xk) would have self-interaction n v̂(k) and would replace the cosine–sine pair. The bound would then read |(f,g)|² ≤ (f,f)(g,g), which suits complex orbitals.

## Densities with no self-repulsion

When all v̂(k) ≥ 0, the sum for n (f,f) vanishes exactly when each of its terms does. At every k, therefore, either v̂(k) = 0 or f̂(k) = 0. If v̂(0) is the only coefficient that vanishes, these densities are the constant ones.

```lean
/-- For a kernel with nonnegative Fourier coefficients, a density has zero self-repulsion exactly
when at each wave number the coefficient of the kernel or that of the density vanishes. -/
theorem self_repulsion_eq_zero_iff (v : ZMod n → ℝ) (h : ∀ k, 0 ≤ fourierCoeff v k)
    (f : ZMod n → ℝ) :
    repulsion v f f = 0 ↔ ∀ k, fourierCoeff v k = 0 ∨ fourierCoeff f k = 0 := by
  have hn : (n : ℝ) ≠ 0 := Nat.cast_ne_zero.mpr (NeZero.ne n)
  have hterm : ∀ k ∈ (Finset.univ : Finset (ZMod n)),
      0 ≤ (fourierCoeff v k).re * Complex.normSq (fourierCoeff f k) := fun k _ =>
    mul_nonneg (Complex.nonneg_iff.mp (h k)).1 (Complex.normSq_nonneg _)
  have hre : ∀ k, (fourierCoeff v k).re = 0 ↔ fourierCoeff v k = 0 := fun k =>
    ⟨fun h0 => Complex.ext h0 (Complex.nonneg_iff.mp (h k)).2.symm,
      fun h0 => by rw [h0, Complex.zero_re]⟩
  calc repulsion v f f = 0 ↔ (n : ℝ) * repulsion v f f = 0 :=
        ⟨fun h0 => by rw [h0, mul_zero], fun h0 => (mul_eq_zero.mp h0).resolve_left hn⟩
    _ ↔ ∀ k, fourierCoeff v k = 0 ∨ fourierCoeff f k = 0 := by
        rw [self_repulsion, Finset.sum_eq_zero_iff_of_nonneg hterm]
        simp only [Finset.mem_univ, true_implies, mul_eq_zero, Complex.normSq_eq_zero, hre]
```

## A nonnegative kernel is not enough

Take two sites, with v(0) = 0 and v(1) = 1. This kernel is even and never negative, but its coefficients are v̂(0) = 1 and v̂(1) = −1.

```lean
/-- The kernel on two sites that is one between different sites and zero on the same site. -/
def offSite : ZMod 2 → ℝ := fun x => if x = 0 then 0 else 1
```

Let δ₀ and δ₁ be unit charges on the two sites, written `Pi.single 0 1` and `Pi.single 1 1`. Two unit charges interact through the kernel at their separation, so

(δ₀,δ₀)(δ₁,δ₁) = 0 < 1 = (δ₀,δ₁)².

With this kernel, a screening test would estimate the interaction as zero and discard an integral equal to 1.

```lean
/-- For the off-site kernel, unit charges on the two sites violate the Schwarz bound. -/
theorem offSite_violates_schwarz :
    repulsion offSite (Pi.single 0 1) (Pi.single 0 1)
        * repulsion offSite (Pi.single 1 1) (Pi.single 1 1)
      < repulsion offSite (Pi.single 0 1) (Pi.single 1 1) ^ 2 := by
  -- two unit point charges interact through the kernel at their separation
  have h : ∀ a b : ZMod 2,
      repulsion offSite (Pi.single a 1) (Pi.single b 1) = offSite (a - b) := by
    intro a b
    simp [repulsion, Pi.single_apply]
  rw [h, h, h]
  norm_num [offSite]

end

end LatticeSchwarzScreening
```

```lean
#print axioms LatticeSchwarzScreening.fourierCoeff_im_of_even
#print axioms LatticeSchwarzScreening.positivity_and_schwarz
#print axioms LatticeSchwarzScreening.self_repulsion_eq_zero_iff
#print axioms LatticeSchwarzScreening.offSite_violates_schwarz
```

```
'LatticeSchwarzScreening.fourierCoeff_im_of_even' depends on axioms: [propext, Classical.choice, Quot.sound]
'LatticeSchwarzScreening.positivity_and_schwarz' depends on axioms: [propext, Classical.choice, Quot.sound]
'LatticeSchwarzScreening.self_repulsion_eq_zero_iff' depends on axioms: [propext, Classical.choice, Quot.sound]
'LatticeSchwarzScreening.offSite_violates_schwarz' depends on axioms: [propext, Classical.choice, Quot.sound]
```
